# The eigenvalues of a block-off-diagonal response Liouvillian are symmetric about zero

The Liouvillian here acts on pairs of finite-dimensional complex response vectors by L(x, y) = (S⁻¹Dy, S⁻¹Ax), and the theorem says that w is an eigenvalue of L exactly when -w is. The matrices A, D and S are arbitrary complex square matrices of the same size: no Hermiticity is assumed, and although S is described as an invertible overlap, the theorem does not require invertibility, since Mathlib sets S⁻¹ to zero when S is singular. The proof takes an eigenvector (x, y) for w, not necessarily normalised, and shows that (x, -y) is an eigenvector for -w. Applying the same argument to -w gives the converse.

This version doesn't compile in Lean 4 with Mathlib:

```lean
import Mathlib

open Matrix
open scoped ComplexOrder

namespace UltrasoftBatchLiouvillian

noncomputable section

/-- A batch: a pair of complex response vectors. -/
abbrev Batch (n : Type*) := (n → ℂ) × (n → ℂ)

variable {n : Type*} [Fintype n]

variable [DecidableEq n]

/-- The batch Liouvillian L(x, y) = (S⁻¹ D y, S⁻¹ A x), for an invertible overlap S. -/
def liouvillian (A D S : Matrix n n ℂ) : Module.End ℂ (Batch n) where
  toFun u := (S⁻¹ *ᵥ (D *ᵥ u.2), S⁻¹ *ᵥ (A *ᵥ u.1))
  map_add' u v := by simp [Matrix.mulVec_add]
  map_smul' c u := by simp [Matrix.mulVec_smul]

/-- The spectrum of the batch Liouvillian is symmetric under w ↦ -w. -/
theorem eigenvalue_neg_iff (A D S : Matrix n n ℂ) (w : ℂ) :
    (liouvillian A D S).HasEigenvalue w ↔ (liouvillian A D S).HasEigenvalue (-w) := by
  have key : ∀ w : ℂ, (liouvillian A D S).HasEigenvalue w →
      (liouvillian A D S).HasEigenvalue (-w) := by
    intro w hw
    obtain ⟨u, hu⟩ := hw.exists_hasEigenvector
    have h1 : S⁻¹ *ᵥ (D *ᵥ u.2) = w • u.1 := congrArg Prod.fst hu.apply_eq_smul
    have h2 : S⁻¹ *ᵥ (A *ᵥ u.1) = w • u.2 := congrArg Prod.snd hu.apply_eq_smul
    -- flip the sign of the second response vector
    refine Module.End.hasEigenvalue_of_hasEigenvector (x := (u.1, -u.2))
      ⟨Module.End.mem_eigenspace_iff.mpr (Prod.ext ?_ ?_), fun h => hu.2 ?_⟩
    · change S⁻¹ *ᵥ (D *ᵥ (-u.2)) = (-w) • u.1
      rw [Matrix.mulVec_neg, Matrix.mulVec_neg, h1, neg_smul]
    · change S⁻¹ *ᵥ (A *ᵥ u.1) = (-w) • (-u.2)
      rw [h2, smul_neg, neg_smul, neg_neg]
    · exact Prod.ext (congrArg Prod.fst h) (neg_eq_zero.mp (congrArg Prod.snd h))
  exact ⟨key w, fun h => by simpa using key (-w) h⟩

end

end UltrasoftBatchLiouvillian
```

The compiler's answer:

```
Main.lean:39:40: error: Application type mismatch: The argument
  h
has type
  (u.1, -u.2) = 0
but is expected to have type
  u = 0
in the application
  congrArg Prod.fst h
```

Fix (accepted with no message):

```diff
@@ -37,5 +37,8 @@
     · change S⁻¹ *ᵥ (A *ᵥ u.1) = (-w) • (-u.2)
       rw [h2, smul_neg, neg_smul, neg_neg]
-    · exact Prod.ext (congrArg Prod.fst h) (neg_eq_zero.mp (congrArg Prod.snd h))
+    · have e1 : u.1 = 0 := (Prod.ext_iff.mp h).1
+      have e2 : -u.2 = 0 := (Prod.ext_iff.mp h).2
+      have e3 : u.2 = 0 := neg_eq_zero.mp e2
+      exact Prod.ext e1 e3
   exact ⟨key w, fun h => by simpa using key (-w) h⟩
 
```

Diagnosis. The error is in the last step of showing that the flipped vector is nonzero. There `h` says `(u.1, -u.2) = 0`, and the goal is `u = 0`, which would contradict `u` being an eigenvector.

`Prod.ext` asks for equality of the first components, `u.1` and the first component of `0`. Lean matches `congrArg Prod.fst` against that expected equation and reads `u.1` as `Prod.fst` applied to `u`. It therefore wants a proof of `u = 0`, and `h`, which concerns a different pair, is rejected.

The repair uses `Prod.ext_iff.mp h`, which starts from the pair in `h` and yields its two component equations. The first component of `(u.1, -u.2)` reduces to `u.1`, so Lean accepts `e1 : u.1 = 0`; likewise the second gives `e2 : -u.2 = 0`. Then `neg_eq_zero.mp` removes the sign, and `Prod.ext e1 e3` proves `u = 0`. The message faults only the first component; naming `e3` separately is mere tidying.
